# Kosterlitz flow $x'=y^2$, $y'=xy$ with $y^2-x^2=C^2>0$: the passage from $x=-1$ to $x=1$ takes $(2/C)\arctan(1/C)$

One way to estimate a correlation length from the Kosterlitz flow is to integrate its two coupled equations, stop when the first coupling reaches a chosen value, and exponentiate the elapsed flow time. An error in the stopping time therefore becomes a multiplicative error in the length. For the two-coupling flow treated here, the stopping time is known in closed form.

## Transit time, upper bound and prefactor

Let $t$ be the flow time, the logarithm of the current cutoff length divided by the initial one. The coupling $x$ measures how far the stiffness lies below its transition value, in rescaled units, and $y$ is proportional to the vortex fugacity. The flow is
$$x'=y^2,\qquad y'=xy .$$
It conserves $y^2-x^2$. Suppose this invariant equals $C^2$ with $C>0$, which is the disordered side of the transition, where vortices eventually proliferate. The number $C$ measures the distance from the transition. Three results hold.

- A solution on $[0,l]$ that starts at $x=-1$ and ends at $x=1$ has $l=\frac{2}{C}\arctan\frac{1}{C}$.
- Any solution on $[0,l]$ with this invariant, whatever its endpoints, has $Cl<\pi$.
- As $C$ decreases to $0$, the transit time satisfies $Cl\to\pi$, and the correlation length $\xi=e^{l}$, in units of the initial cutoff, satisfies $\xi/e^{\pi/C}\to e^{-2}$.

The last statement makes the familiar law $\xi\sim\exp(\pi/C)$ precise for these endpoints: the exponent is right to leading order, and a constant factor $e^{-2}$ multiplies the exponential.

## Stopping times, overflow and fits

The closed form gives a direct check of an integrator. For $C=1$, start at $x=-1$, $y=\sqrt2$; the trajectory must reach $x=1$ at $t=\pi/2$.

The bound $Cl<\pi$ limits the integration range. The flow diverges at a finite time, and a fixed-step integrator may step over the divergence and return finite numbers that mean nothing. A requested flow time of $\pi/C$ or more is always too long.

The prefactor matters when the leading law replaces the integration. At $C=0.1$ the transit time is about $29.42$, while $\pi/C$ is about $31.42$, so $\exp(\pi/C)$ overestimates $\xi$ by a factor of about $7.3$. For small $C$ it is safer to store $l=\ln\xi$ than $\xi$: at $C=0.004$ the exponential already overflows double precision.

In simulations of two-dimensional superfluids, or of the ground state of lattice bosons in one dimension at fixed integer filling, this truncated flow motivates fits of $\ln\xi$ that are linear in $1/C$. In the two-dimensional superfluid the transition can be driven by temperature. If the invariant then vanishes linearly in the temperature distance $T-T_c$ from the transition temperature $T_c$, then $C\propto\sqrt{T-T_c}$, and the fit becomes linear in $1/\sqrt{T-T_c}$. That relation is a physical input to the fit.

## A phase that advances at the constant rate $C$

Differentiating the invariant along the flow gives
$$\frac{d}{dt}(y^2-x^2)=2y\,(xy)-2x\,y^2=0 .$$
Hence $y^2=C^2+x^2$ at all times, and the equation for $x$ closes:
$$x'=C^2+x^2 .$$
The rate is smallest at $x=0$, where it equals $C^2$. Near the transition the trajectory spends most of its time there.

Now take the phase $\arctan(x/C)$. By the chain rule,
$$\frac{d}{dt}\arctan\frac{x}{C}=\frac{x'/C}{1+x^2/C^2}=\frac{(C^2+x^2)/C}{(C^2+x^2)/C^2}=C ,$$
and so
$$\arctan\frac{x(t)}{C}=\arctan\frac{x(0)}{C}+Ct .$$
Both arctangents lie strictly between $-\pi/2$ and $\pi/2$. Their difference is less than $\pi$, which gives $Cl<\pi$. With $x(0)=-1$ and $x(l)=1$, the oddness of the arctangent gives $Cl=2\arctan(1/C)$.

Such a trajectory exists for every $C>0$. Put $\varphi(t)=Ct-\arctan(1/C)$ and
$$x(t)=C\tan\varphi,\qquad y(t)=\frac{C}{\cos\varphi}.$$
Then $x'=C^2/\cos^2\varphi=y^2$ and $y'=C^2\sin\varphi/\cos^2\varphi=xy$. The invariant is $C^2(1-\sin^2\varphi)/\cos^2\varphi=C^2$. Over the transit, $\varphi$ runs from $-\arctan(1/C)$ to $\arctan(1/C)$, so the cosine stays positive and $x$ runs from $-1$ to $1$.

For the limits, use $\arctan(1/C)=\pi/2-\arctan C$, valid for $C>0$. It gives
$$l=\frac{\pi-2\arctan C}{C},\qquad Cl=\pi-2\arctan C\to\pi .$$
Dividing the correlation length by the leading exponential leaves
$$\frac{e^{l}}{e^{\pi/C}}=\exp\left(-2\,\frac{\arctan C}{C}\right)\to e^{-2},$$
because $\arctan C/C$ tends to the slope of the arctangent at zero, which is $1$.

## Lean source for the flow and its asymptotics

```lean
import Mathlib

open Set Filter Topology
open scoped Real

namespace KosterlitzCorrelationLength

noncomputable section

/-- The pair `(x, y)` solves the Kosterlitz flow `x' = y²`, `y' = x y` for flow times in
`[0, l]`, with one-sided derivatives at the ends. -/
def IsKosterlitzFlow (x y : ℝ → ℝ) (l : ℝ) : Prop :=
  ∀ t ∈ Icc (0 : ℝ) l, HasDerivWithinAt x (y t ^ 2) (Icc 0 l) t ∧
    HasDerivWithinAt y (x t * y t) (Icc 0 l) t

/-- The flow time `(2/C) arctan(1/C)`, for `C > 0`. -/
def transitTime (C : ℝ) : ℝ := 2 / C * Real.arctan (1 / C)

/-- The correlation length in units of the initial cutoff: the exponential of the transit
time, for `C > 0`. -/
def correlationLength (C : ℝ) : ℝ := Real.exp (transitTime C)

/-- A quantity whose rate of change vanishes along `[0, l]` keeps its initial value. -/
theorem eq_initial_of_deriv_zero {f : ℝ → ℝ} {l t : ℝ}
    (hf : ∀ s ∈ Icc (0 : ℝ) l, HasDerivWithinAt f 0 (Icc 0 l) s)
    (ht : t ∈ Icc (0 : ℝ) l) : f t = f 0 := by
  have h0 : (0 : ℝ) ∈ Icc 0 l := ⟨le_rfl, ht.1.trans ht.2⟩
  have h := (convex_Icc (0 : ℝ) l).norm_image_sub_le_of_norm_hasDerivWithin_le
    (f' := fun _ => 0) (C := 0) hf (by simp) h0 ht
  have h' : ‖f t - f 0‖ ≤ 0 := by simpa only [zero_mul] using h
  exact sub_eq_zero.mp (norm_le_zero_iff.mp h')

/-- The Kosterlitz flow conserves `y² - x²`. -/
theorem invariant_conserved {x y : ℝ → ℝ} {l t : ℝ} (h : IsKosterlitzFlow x y l)
    (ht : t ∈ Icc (0 : ℝ) l) : y t ^ 2 - x t ^ 2 = y 0 ^ 2 - x 0 ^ 2 := by
  have key := eq_initial_of_deriv_zero (f := fun s => y s * y s - x s * x s)
    (fun s hs => by
      have hd := ((h s hs).2.mul (h s hs).2).sub ((h s hs).1.mul (h s hs).1)
      exact hd.congr_deriv (by ring)) ht

  linarith

/-- On a trajectory with `y² - x² = C²`, the phase `arctan(x/C)` advances at the constant
rate `C`. -/
theorem phase_advances {x y : ℝ → ℝ} {l t C : ℝ} (hC : 0 < C)
    (h : IsKosterlitzFlow x y l) (hinv : y 0 ^ 2 - x 0 ^ 2 = C ^ 2)
    (ht : t ∈ Icc (0 : ℝ) l) :
    Real.arctan (x t / C) = Real.arctan (x 0 / C) + C * t := by
  have key := eq_initial_of_deriv_zero (f := fun s => Real.arctan (x s / C) - C * s)
    (fun s hs => by
      -- the invariant turns the flow of x into x' = C² + x²
      have hy : y s ^ 2 = C ^ 2 + x s ^ 2 := by
        linarith [invariant_conserved h hs]
      have hD : 1 + (x s / C) ^ 2 ≠ 0 := by positivity
      have hrate : y s ^ 2 / C = (1 + (x s / C) ^ 2) * C := by
        rw [hy]
        field_simp
      have hz : 1 / (1 + (x s / C) ^ 2) * (y s ^ 2 / C) - C * 1 = 0 := by
        rw [hrate, one_div, inv_mul_cancel_left₀ hD]
        ring
      have hd := ((h s hs).1.div_const C).arctan.sub
        ((hasDerivWithinAt_id s (Icc 0 l)).const_mul C)
      exact hd.congr_deriv hz) ht
  simp only [mul_zero, sub_zero] at key
  linarith

/-- A solution on `[0, l]` with `y² - x² = C²` and `C > 0` has `C l < π`, whatever its
endpoints. -/
theorem flow_time_bound {x y : ℝ → ℝ} {l C : ℝ} (hC : 0 < C) (hl : 0 ≤ l)
    (h : IsKosterlitzFlow x y l) (hinv : y 0 ^ 2 - x 0 ^ 2 = C ^ 2) : C * l < π := by
  have hp := phase_advances hC h hinv ⟨hl, le_rfl⟩
  linarith [Real.arctan_lt_pi_div_two (x l / C), Real.neg_pi_div_two_lt_arctan (x 0 / C)]

/-- A Kosterlitz trajectory with `y² - x² = C²` that runs from `x = -1` to `x = 1` takes
the flow time `l = (2/C) arctan(1/C)`. -/
theorem flow_time_eq {x y : ℝ → ℝ} {l C : ℝ} (hC : 0 < C) (hl : 0 ≤ l)
    (h : IsKosterlitzFlow x y l) (hinv : y 0 ^ 2 - x 0 ^ 2 = C ^ 2)
    (hstart : x 0 = -1) (hend : x l = 1) : l = transitTime C := by
  have hp := phase_advances hC h hinv ⟨hl, le_rfl⟩
  rw [hstart, hend, neg_div, Real.arctan_neg] at hp
  rw [transitTime, div_mul_eq_mul_div, eq_div_iff hC.ne']
  linarith

/-- The tangent profile `x(t) = C tan(C t - arctan(1/C))`, for `C > 0` and flow times in
`[0, transitTime C]`. -/
def xSol (C t : ℝ) : ℝ := C * Real.tan (C * t - Real.arctan (1 / C))

/-- The secant profile `y(t) = C / cos(C t - arctan(1/C))`, for `C > 0` and flow times in
`[0, transitTime C]`. -/
def ySol (C t : ℝ) : ℝ := C / Real.cos (C * t - Real.arctan (1 / C))

/-- For every `C > 0` the tangent and secant profiles solve the Kosterlitz flow on `[0, transitTime
C]`, have `y² - x² = C²` at the start, and run from `x = -1` to `x = 1`. -/
theorem flow_witness {C : ℝ} (hC : 0 < C) :
    IsKosterlitzFlow (xSol C) (ySol C) (transitTime C) ∧ 0 < transitTime C ∧
      ySol C 0 ^ 2 - xSol C 0 ^ 2 = C ^ 2 ∧ xSol C 0 = -1 ∧
      xSol C (transitTime C) = 1 := by
  have hT : C * transitTime C = 2 * Real.arctan (1 / C) := by
    have h2 : C * (2 / C) = 2 := by field_simp
    rw [transitTime, ← mul_assoc, h2]
  have ha : 0 < Real.arctan (1 / C) := Real.arctan_pos.mpr (by positivity)
  have hTpos : 0 < transitTime C := mul_pos (by positivity) ha
  -- the phase stays strictly between -π/2 and π/2
  have hcos : ∀ t ∈ Icc (0 : ℝ) (transitTime C),
      Real.cos (C * t - Real.arctan (1 / C)) ≠ 0 := by
    intro t ht
    have h1 : 0 ≤ C * t := mul_nonneg hC.le ht.1
    have h2 : C * t ≤ C * transitTime C := mul_le_mul_of_nonneg_left ht.2 hC.le
    have h3 := Real.arctan_lt_pi_div_two (1 / C)
    exact (Real.cos_pos_of_mem_Ioo ⟨by linarith, by linarith⟩).ne'
  refine ⟨fun t ht => ?_, hTpos, ?_, ?_, ?_⟩
  · have hφ : HasDerivAt (fun s => C * s - Real.arctan (1 / C)) C t :=
      (((hasDerivAt_id t).const_mul C).sub_const _).congr_deriv (mul_one C)
    have hx := ((Real.hasDerivAt_tan (hcos t ht)).comp t hφ).const_mul C
    have hy := (hasDerivAt_const t C).div hφ.cos (hcos t ht)
    have hx' : HasDerivAt (xSol C) (ySol C t ^ 2) t :=
      hx.congr_deriv (by rw [ySol]; ring)
    have hy' : HasDerivAt (ySol C) (xSol C t * ySol C t) t :=
      hy.congr_deriv (by rw [xSol, ySol, Real.tan_eq_sin_div_cos]; ring)
    exact ⟨hx'.hasDerivWithinAt, hy'.hasDerivWithinAt⟩
  · have h0 := hcos 0 ⟨le_rfl, hTpos.le⟩
    rw [xSol, ySol, Real.tan_eq_sin_div_cos]
    generalize C * 0 - Real.arctan (1 / C) = φ at h0 ⊢
    calc (C / Real.cos φ) ^ 2 - (C * (Real.sin φ / Real.cos φ)) ^ 2
        = C ^ 2 * ((1 - Real.sin φ ^ 2) / Real.cos φ ^ 2) := by ring
      _ = C ^ 2 := by rw [← Real.cos_sq', div_self (pow_ne_zero 2 h0), mul_one]
  · rw [xSol, mul_zero, zero_sub, Real.tan_neg, Real.tan_arctan]
    field_simp
  · rw [xSol, hT, two_mul, add_sub_cancel_right, Real.tan_arctan]
    field_simp

/-- For `C > 0` the transit time equals `(π - 2 arctan C)/C`. -/
theorem transitTime_eq {C : ℝ} (hC : 0 < C) :
    transitTime C = (π - 2 * Real.arctan C) / C := by
  rw [transitTime, one_div, Real.arctan_inv_of_pos hC]
  ring

/-- As `C` decreases to zero, `C` times the transit time tends to `π`. -/
theorem scaled_time_tendsto_pi :
    Tendsto (fun C => C * transitTime C) (𝓝[>] 0) (𝓝 π) := by
  have hc : Continuous (fun C : ℝ => π - 2 * Real.arctan C) :=
    continuous_const.sub (continuous_const.mul Real.continuous_arctan)
  have h : Tendsto (fun C : ℝ => π - 2 * Real.arctan C) (𝓝[>] 0) (𝓝 π) := by
    simpa using (hc.tendsto 0).mono_left nhdsWithin_le_nhds
  refine Filter.Tendsto.congr' ?_ h
  filter_upwards [self_mem_nhdsWithin] with C hC
  have hC' : 0 < C := hC
  rw [transitTime_eq hC']
  field_simp

/-- As `C` decreases to zero, the ratio of the correlation length to `exp(π/C)` tends to
`exp(-2)`. -/
theorem correlationLength_asymptotics :
    Tendsto (fun C => correlationLength C / Real.exp (π / C)) (𝓝[>] 0)
      (𝓝 (Real.exp (-2))) := by
  -- the prefactor comes from the unit slope of arctan at the origin
  have hd : HasDerivAt Real.arctan 1 0 :=
    (Real.hasDerivAt_arctan 0).congr_deriv (by norm_num)
  have hs : Tendsto (slope Real.arctan 0) (𝓝[>] 0) (𝓝 1) :=
    (hasDerivAt_iff_tendsto_slope.mp hd).mono_left
      (nhdsWithin_mono 0 (fun c hc => (Set.mem_Ioi.mp hc).ne'))
  have h2 : Tendsto (fun C => -2 * slope Real.arctan 0 C) (𝓝[>] 0) (𝓝 (-2)) := by
    simpa only [mul_one] using hs.const_mul (-2)
  refine Filter.Tendsto.congr' ?_ ((Real.continuous_exp.tendsto (-2)).comp h2)
  filter_upwards [self_mem_nhdsWithin] with C hC
  have hC' : 0 < C := hC
  show Real.exp (-2 * slope Real.arctan 0 C) = _
  rw [correlationLength, ← Real.exp_sub, transitTime_eq hC', slope_def_field,
    Real.arctan_zero, sub_zero, sub_zero]
  congr 1
  ring

end

end KosterlitzCorrelationLength
```

```lean
#print axioms KosterlitzCorrelationLength.flow_time_bound
#print axioms KosterlitzCorrelationLength.flow_time_eq
#print axioms KosterlitzCorrelationLength.scaled_time_tendsto_pi
#print axioms KosterlitzCorrelationLength.correlationLength_asymptotics
```

```
'KosterlitzCorrelationLength.flow_time_bound' depends on axioms: [propext, Classical.choice, Quot.sound]
'KosterlitzCorrelationLength.flow_time_eq' depends on axioms: [propext, Classical.choice, Quot.sound]
'KosterlitzCorrelationLength.scaled_time_tendsto_pi' depends on axioms: [propext, Classical.choice, Quot.sound]
'KosterlitzCorrelationLength.correlationLength_asymptotics' depends on axioms: [propext, Classical.choice, Quot.sound]
```

## Flow, invariant and correlation length as Lean objects

`IsKosterlitzFlow x y l` says that two real functions satisfy both differential equations at every $t$ in $[0,l]$. The derivatives are taken within the interval, so they are one-sided at its ends. Nothing is required of the functions outside the interval, and $y$ may have either sign.

The hypothesis `hinv` fixes the invariant to $C^2$ at time zero only; `invariant_conserved` carries it to later times. The assumption `hC` places the trajectory on the disordered side. In `flow_time_eq`, `hstart` and `hend` are the two endpoint values, and the conclusion `l = transitTime C` applies to every solution that meets them. The theorem `flow_witness` supplies one such solution for each $C>0$, so the formula describes an actual trajectory at every positive $C$.

The definition `correlationLength` is the exponential of `transitTime`. This encodes the scaling convention that the cutoff length grows by a factor $e^{l}$ during the transit, and that the correlation length is the cutoff length reached at $x=1$. The notation `𝓝[>] 0` in the two limit theorems means that $C$ approaches zero through positive values.

## How the proof follows the calculation

The lemma `eq_initial_of_deriv_zero` turns a vanishing derivative into a constant value. It uses the mean value inequality on the interval: if the derivative is bounded by zero, the change is bounded by zero.

It is used twice. In `invariant_conserved` it is applied to $y^2-x^2$, with the product rule supplying the derivative and `ring` confirming that the terms cancel. In `phase_advances` it is applied to $\arctan(x/C)-Ct$. There `hy` is the relation $y^2=C^2+x^2$, `hrate` rewrites $y^2/C$ as $(1+x^2/C^2)\,C$, and `hz` shows that the total derivative is zero.

Both flow-time theorems evaluate the phase formula at $t=l$. `flow_time_bound` combines it with the range of the arctangent, and `flow_time_eq` inserts the endpoints and uses oddness.

In `flow_witness`, the step `hcos` keeps the phase strictly inside $(-\pi/2,\pi/2)$, so the cosine never vanishes. The derivatives of the tangent and secant profiles then follow from the chain and quotient rules, and the remaining goals are the invariant and the two endpoint values.

The theorem `transitTime_eq` contains the reciprocal identity for the arctangent. `scaled_time_tendsto_pi` then follows from continuity of $\pi-2\arctan C$. For the prefactor, `correlationLength_asymptotics` writes $\arctan C/C$ as the slope `slope Real.arctan 0 C`, takes its limit from the derivative at zero, and passes the limit through the exponential.

## Reach of the two-coupling flow

The theorems concern exact solutions of the truncated equations. They say nothing about discretisation or rounding error in an integrator, though the closed form gives a value to measure such errors against.

They also start from the flow and do not derive it from a lattice model. The Kosterlitz equations are the leading terms for small couplings, while the endpoints $x=\pm1$ lie at order one, where higher-order terms can matter. The factor $e^{-2}$ therefore belongs to this flow with these endpoints and should not be imposed on simulation data. In a fit, the constant term in $\ln\xi$ is better left free.

Finally, the correlation length here is defined through the flow time. Its identification with the decay length of a correlation function measured in a simulation is a scaling argument that the file takes as its convention.
